# An operator whose equation of motion closes with distinct frequencies is uniquely a sum of ladder operators, one per frequency

## Does a closed chain of commutators always contain ladder operators?

When I commute an operator $A$ with $H$ again and again and the chain closes, all I have at first is a set of coupled equations whose members mix frequencies. For the harmonic oscillator, $x$ and $p$ close under commutation with $H$, but $x$ sends an excited level to a superposition of its two neighbours, so it has no single energy shift.

I expect that $A$ splits into pieces $A_k$ with $[H,A_k]=w_kA_k$, provided that the frequencies $w_k$ are distinct. Can this be made rigorous, including the uniqueness of the pieces, and checked by a proof assistant?

## Lagrange polynomials in the commutator map separate the frequencies

Yes, for distinct frequencies, and the pieces have an explicit formula. Write $L(A)=[H,A]=HA-AH$, and let $k$ run over a finite set labelling distinct complex numbers $w_k$. The equation of motion closes when

$$P(L)A=0,\qquad P(X)=\prod_k (X-w_k).$$

Define the filters and the parts by

$$\ell_k(X)=\prod_{j\neq k}\frac{X-w_j}{w_k-w_j},\qquad A_k=\ell_k(L)A.$$

**Each part is a ladder operator.** Here this means any operator $a$ with $[H,a]=wa$, including $w=0$ and $a=0$. Multiplying $\ell_k$ by its missing factor gives a multiple of $P$:

$$(L-w_k)A_k=\Big(\prod_{j\ne k}\frac1{w_k-w_j}\Big)P(L)A=0.$$

**The parts add up to $A$.** With $m\ge1$ frequencies, $\sum_k\ell_k-1$ has degree below $m$ and vanishes at all $m$ points $w_j$, so it is zero. Hence $\sum_kA_k=A$. With no frequencies, $P=1$, so $A=0$ is the empty sum.

**The parts are unique.** Let $A=\sum_jB_j$ with $L(B_j)=w_jB_j$. Then $L^nB_j=w_j^nB_j$, and by linearity $p(L)B_j=p(w_j)B_j$ for every polynomial $p$. Since $\ell_k(w_j)$ is $1$ for $j=k$ and $0$ otherwise,

$$A_k=\sum_j\ell_k(w_j)B_j=B_k.$$

**The converse holds.** For any such sum, $P(L)A=\sum_jP(w_j)B_j=0$.

Two consequences follow. If $H\psi=E\psi$ and $[H,a]=wa$, then $Ha\psi=aH\psi+wa\psi=(E+w)a\psi$. And with $\hbar=1$, $A(t)=\sum_ke^{iw_kt}A_k$ satisfies $A(0)=A$ and

$$\frac{dA}{dt}=\sum_k iw_ke^{iw_kt}A_k=i[H,A(t)].$$

### A spin-1/2 operator split in numbers

Take $H=\sigma_z$, $A=\sigma_++\sigma_-$, $w_0=2$ and $w_1=-2$. Then

$$L(A)=\begin{pmatrix}0&2\\-2&0\end{pmatrix},\qquad L^2(A)=4A,$$

so $(L-2)(L+2)A=0$. The first filter gives

$$A_0=\frac{L(A)+2A}{4}=\frac14\begin{pmatrix}0&4\\0&0\end{pmatrix}=\sigma_+,$$

and likewise $A_1=(2A-L(A))/4=\sigma_-$.

### The Lean file

```lean
import Mathlib

open Polynomial

namespace LadderDecomposition

noncomputable section

variable {R : Type*} [Ring R] [Algebra ℂ R] {ι : Type*} [Fintype ι]

/-- The commutator map `A ↦ [H, A]` as a linear map on the operator algebra. -/
def adH (H : R) : Module.End ℂ R := LinearMap.mulLeft ℂ H - LinearMap.mulRight ℂ H

/-- The commutator map sends `A` to `H A - A H`. -/
theorem adH_apply (H A : R) : adH H A = H * A - A * H := by
  simp [adH]

/-- The equation of motion of `A` closes with frequencies `w k`: the product of the maps
`ad_H - w k` sends `A` to zero. -/
def Closes (H : R) (w : ι → ℂ) (A : R) : Prop :=
  aeval (adH H) (∏ k, (X - C (w k))) A = 0

/-- The part of `A` at frequency `w k`, filtered out by the Lagrange polynomial of the
frequencies evaluated at the commutator map. -/
def ladderPart [DecidableEq ι] (H : R) (w : ι → ℂ) (k : ι) (A : R) : R :=
  aeval (adH H) (Lagrange.basis Finset.univ w k) A

/-- On an operator with `[H, a] = w a`, a polynomial in the commutator map acts as
multiplication by its value at `w`. -/
theorem polynomial_on_ladder {H a : R} {w : ℂ} (h : adH H a = w • a) (p : ℂ[X]) :
    aeval (adH H) p a = p.eval w • a := by
  have hn : ∀ n : ℕ, (adH H ^ n) a = w ^ n • a := by
    intro n
    induction n with
    | zero => simp
    | succ n ih =>
      rw [pow_succ, Module.End.mul_apply, h, map_smul, ih, smul_smul, pow_succ, mul_comm]
  induction p using Polynomial.induction_on' with
  | add p q hp hq => simp only [map_add, LinearMap.add_apply, eval_add, add_smul, hp, hq]
  | monomial n c =>
    rw [aeval_monomial, eval_monomial, Module.End.mul_apply, hn,
      Module.algebraMap_end_apply, smul_smul]

/-- A sum of operators with `[H, a k] = w k • a k` has an equation of motion that closes
with the frequencies `w k`. -/
theorem closes_of_sum {H : R} {w : ι → ℂ} {a : ι → R}
    (ha : ∀ k, adH H (a k) = w k • a k) : Closes H w (∑ k, a k) := by
  rw [Closes, map_sum]
  refine Finset.sum_eq_zero fun k _ => ?_
  rw [polynomial_on_ladder (ha k), eval_prod,
    Finset.prod_eq_zero (Finset.mem_univ k) (by simp), zero_smul]

variable [DecidableEq ι]

/-- If the equation of motion of `A` closes, each filtered part obeys
`[H, A_k] = w k • A_k`. -/
theorem ladderPart_commutator {H A : R} {w : ι → ℂ} (h : Closes H w A) (k : ι) :
    adH H (ladderPart H w k A) = w k • ladderPart H w k A := by
  -- the missing factor completes the filter to a multiple of the full product
  have key : (X - C (w k)) * Lagrange.basis Finset.univ w k =
      C (∏ j ∈ Finset.univ.erase k, (w k - w j)⁻¹) * ∏ j, (X - C (w j)) := by
    rw [← Finset.mul_prod_erase Finset.univ (fun j => X - C (w j)) (Finset.mem_univ k)]
    simp only [Lagrange.basis, Lagrange.basisDivisor, Finset.prod_mul_distrib, map_prod]
    ring
  have h2 := congrArg (fun p => aeval (adH H) p A) key
  have h' : aeval (adH H) (∏ j, (X - C (w j))) A = 0 := h
  simp only [map_mul, map_sub, aeval_X, aeval_C, Module.End.mul_apply,
    LinearMap.sub_apply, Module.algebraMap_end_apply] at h2
  rw [h', smul_zero] at h2
  exact sub_eq_zero.mp h2

/-- If the equation of motion of `A` closes with distinct frequencies, the filtered parts
add up to `A`. -/
theorem sum_ladderPart {H A : R} {w : ι → ℂ} (hw : Function.Injective w)
    (h : Closes H w A) : ∑ k, ladderPart H w k A = A := by
  rcases isEmpty_or_nonempty ι with hι | hι
  · have hA : A = 0 := by simpa [Closes] using h
    simp [hA]
  · -- the Lagrange polynomials resolve the identity
    have h1 := Lagrange.sum_basis (s := Finset.univ) (v := w) hw.injOn Finset.univ_nonempty
    calc ∑ k, ladderPart H w k A
        = aeval (adH H) (∑ k, Lagrange.basis Finset.univ w k) A := by
          simp only [ladderPart, map_sum, LinearMap.sum_apply]
      _ = A := by rw [h1, map_one, Module.End.one_apply]

/-- For distinct frequencies, the filter at `w k` picks the `k`-th term out of any sum of
operators with `[H, a j] = w j • a j`. -/
theorem ladderPart_of_sum {H : R} {w : ι → ℂ} {a : ι → R} (hw : Function.Injective w)
    (ha : ∀ k, adH H (a k) = w k • a k) (k : ι) :
    ladderPart H w k (∑ j, a j) = a k := by
  rw [ladderPart, map_sum, Finset.sum_eq_single k]
  · rw [polynomial_on_ladder (ha k),
      Lagrange.eval_basis_self hw.injOn (Finset.mem_univ k), one_smul]
  · intro j _ hj
    rw [polynomial_on_ladder (ha j),
      Lagrange.eval_basis_of_ne hj.symm (Finset.mem_univ j), zero_smul]
  · simp

/-- For distinct frequencies, the equation of motion of `A` closes exactly when `A` is
uniquely a sum of operators `a k` with `[H, a k] = w k • a k`. -/
theorem closes_iff_existsUnique_ladder (H A : R) {w : ι → ℂ} (hw : Function.Injective w) :
    Closes H w A ↔
      ∃! a : ι → R, (∀ k, adH H (a k) = w k • a k) ∧ ∑ k, a k = A := by
  constructor
  · intro h
    refine ⟨fun k => ladderPart H w k A,
      ⟨ladderPart_commutator h, sum_ladderPart hw h⟩, ?_⟩
    rintro b ⟨hb, hsum⟩
    funext k
    rw [← hsum]
    exact (ladderPart_of_sum hw hb k).symm
  · rintro ⟨a, ⟨ha, hsum⟩, _⟩
    rw [← hsum]
    exact closes_of_sum ha

/-- If `[H, a] = w a` and `H ψ = E ψ`, then `H (a ψ) = (E + w) (a ψ)`. -/
theorem ladder_shifts_energy {V : Type*} [AddCommGroup V] [Module ℂ V]
    {H a : Module.End ℂ V} {w E : ℂ} {ψ : V} (h : adH H a = w • a) (hψ : H ψ = E • ψ) :
    H (a ψ) = (E + w) • a ψ := by
  have h1 := congrArg (fun T : Module.End ℂ V => T ψ) h
  simp only [adH_apply, LinearMap.sub_apply, Module.End.mul_apply, LinearMap.smul_apply,
    hψ, map_smul] at h1
  rw [add_smul, add_comm]
  exact sub_eq_iff_eq_add.mp h1

/-- If the equation of motion of `A` closes with distinct frequencies, giving each part of `A` the
factor `exp (i w k t)` yields a solution of the Heisenberg equation `dA/dt = i [H, A]` (with `ħ =
1`) that starts from `A`. -/
theorem heisenberg_solution {B : Type*} [NormedRing B] [NormedAlgebra ℂ B] {H A : B}
    {w : ι → ℂ} (hw : Function.Injective w) (h : Closes H w A) :
    (∑ k, Complex.exp (Complex.I * w k * ((0 : ℝ) : ℂ)) • ladderPart H w k A = A) ∧
    ∀ t : ℝ, HasDerivAt
      (fun s : ℝ => ∑ k, Complex.exp (Complex.I * w k * (s : ℂ)) • ladderPart H w k A)
      (Complex.I • adH H
        (∑ k, Complex.exp (Complex.I * w k * (t : ℂ)) • ladderPart H w k A)) t := by
  constructor
  · simpa using sum_ladderPart hw h
  · intro t
    have hexp : ∀ k, HasDerivAt (fun s : ℝ => Complex.exp (Complex.I * w k * (s : ℂ)))
        (Complex.exp (Complex.I * w k * (t : ℂ)) * (Complex.I * w k)) t := by
      intro k
      have h1 : HasDerivAt (fun s : ℝ => Complex.I * w k * (s : ℂ)) (Complex.I * w k) t := by
        simpa using (Complex.ofRealCLM.hasDerivAt (x := t)).const_mul (Complex.I * w k)
      exact h1.cexp
    refine (HasDerivAt.fun_sum fun k _ =>
      (hexp k).smul_const (ladderPart H w k A)).congr_deriv ?_
    -- each phase brings down its own frequency
    rw [map_sum, Finset.smul_sum]
    refine Finset.sum_congr rfl fun k _ => ?_
    rw [map_smul, ladderPart_commutator h k]
    simp only [smul_smul]
    congr 1
    ring

/-- The Pauli matrix `σ_z`. -/
def sigmaZ : Matrix (Fin 2) (Fin 2) ℂ := !![1, 0; 0, -1]

/-- The spin raising matrix `σ₊`. -/
def sigmaPlus : Matrix (Fin 2) (Fin 2) ℂ := !![0, 1; 0, 0]

/-- The spin lowering matrix `σ₋`. -/
def sigmaMinus : Matrix (Fin 2) (Fin 2) ℂ := !![0, 0; 1, 0]

/-- With `H = σ_z`, the equation of motion of `σ₊ + σ₋` closes with frequencies `2` and
`-2`, and its parts are `σ₊` and `σ₋`. -/
theorem spin_ladder_witness :
    Closes sigmaZ ![2, -2] (sigmaPlus + sigmaMinus) ∧
    ladderPart sigmaZ ![2, -2] 0 (sigmaPlus + sigmaMinus) = sigmaPlus ∧
    ladderPart sigmaZ ![2, -2] 1 (sigmaPlus + sigmaMinus) = sigmaMinus := by
  have hw : Function.Injective (![2, -2] : Fin 2 → ℂ) := by
    intro i j h
    fin_cases i <;> fin_cases j <;>
      first
        | rfl
        | (exfalso; norm_num [Complex.ext_iff] at h)
  have ha : ∀ k, adH sigmaZ (![sigmaPlus, sigmaMinus] k) =
      (![2, -2] : Fin 2 → ℂ) k • ![sigmaPlus, sigmaMinus] k := by
    intro k
    fin_cases k <;> ext i j <;> fin_cases i <;> fin_cases j <;>
      simp [adH_apply, sigmaZ, sigmaPlus, sigmaMinus] <;> norm_num
  have hs : ∑ k, ![sigmaPlus, sigmaMinus] k = sigmaPlus + sigmaMinus := by
    simp [Fin.sum_univ_two]
  rw [← hs]
  exact ⟨closes_of_sum ha, ladderPart_of_sum hw ha 0, ladderPart_of_sum hw ha 1⟩

/-- With `H = σ₊` and the frequency `0` taken twice, the equation of motion of `σ_z` closes, but
`σ_z` is not a sum of two operators commuting with `H`. -/
theorem repeated_frequency_fails :
    Closes sigmaPlus (fun _ : Fin 2 => 0) sigmaZ ∧
    ¬ ∃ a : Fin 2 → Matrix (Fin 2) (Fin 2) ℂ,
      (∀ k, adH sigmaPlus (a k) = (0 : ℂ) • a k) ∧ ∑ k, a k = sigmaZ := by
  constructor
  · rw [Closes, Fin.prod_univ_two, map_mul, Module.End.mul_apply]
    simp only [map_zero, sub_zero, aeval_X]
    ext i j
    fin_cases i <;> fin_cases j <;>
      simp [adH_apply, sigmaZ, sigmaPlus]
  · rintro ⟨a, ha, hs⟩
    have h0 : adH sigmaPlus sigmaZ = 0 := by
      rw [← hs, map_sum]
      exact Finset.sum_eq_zero fun k _ => by rw [ha k, zero_smul]
    -- but the upper right entry of the commutator is -2
    have h1 := congrFun (congrFun h0 0) 1
    norm_num [adH_apply, sigmaZ, sigmaPlus, Matrix.mul_apply, Fin.sum_univ_succ] at h1

end

end LadderDecomposition
```

```lean
#print axioms LadderDecomposition.closes_iff_existsUnique_ladder
-- 'LadderDecomposition.closes_iff_existsUnique_ladder' depends on axioms: [propext, Classical.choice, Quot.sound]
#print axioms LadderDecomposition.ladder_shifts_energy
-- 'LadderDecomposition.ladder_shifts_energy' depends on axioms: [propext, Classical.choice, Quot.sound]
#print axioms LadderDecomposition.heisenberg_solution
-- 'LadderDecomposition.heisenberg_solution' depends on axioms: [propext, Classical.choice, Quot.sound]
#print axioms LadderDecomposition.repeated_frequency_fails
-- 'LadderDecomposition.repeated_frequency_fails' depends on axioms: [propext, Classical.choice, Quot.sound]
```

### What the theorems say about operators

`R` is any complex algebra, `adH H` is the map $L$, and `w : ι → ℂ` is the finite family of frequencies. `Closes H w A` says $P(L)A=0$, and `ladderPart H w k A` is $A_k$. The main theorem, `closes_iff_existsUnique_ladder`, assumes through `Function.Injective w` that the frequencies are distinct. It states that the equation of motion closes exactly when there is one and only one family `a` with $[H,a_k]=w_ka_k$ and $\sum_ka_k=A$.

Nothing requires $H$ to be Hermitian, so frequencies may be complex. Some parts may be zero, since the list can contain frequencies that $A$ does not use. The frequency $0$ is also allowed; its part commutes with $H$ and shifts no energy. Closure is a hypothesis: it stands for the physical condition that repeated commutation with $H$ produces no endless supply of new operators.

`ladder_shifts_energy` concerns linear maps defined on a whole vector space, and it allows $a\psi=0$, as at the bottom of a ladder. `heisenberg_solution` works in a normed algebra, which suits bounded operators and a time-independent $H$; it provides a solution without claiming that it is the only one. Domains of unbounded operators are not treated.

For non-interacting electrons in finitely many orbitals, commuting $H$ with an annihilation operator gives only annihilation operators, so the chain closes, with frequencies equal to minus the orbital energies, each degenerate value listed once. With interactions, the commutators generally bring in longer operator products. In finitely many orbitals the chain still closes, because the Fock space is finite-dimensional, but the frequencies are then differences of many-electron energies.

### How the proof follows the algebra

`polynomial_on_ladder` proves $p(L)a=p(w)a$, first for powers by induction and then for sums and monomials. `closes_of_sum` applies it to $P$, where one factor vanishes on each term.

In `ladderPart_commutator`, the identity `key` is the missing-factor step for polynomials; `congrArg` then evaluates both sides at $L$ and applies them to $A$. This lemma does not assume distinctness: Lean sets $0^{-1}=0$, so the filter of a repeated frequency is simply zero.

`sum_ladderPart` treats the empty family separately and otherwise uses Mathlib's `Lagrange.sum_basis`. `ladderPart_of_sum` keeps the one term on which the filter equals $1$. The main theorem combines these lemmas, taking uniqueness from the last.

The energy shift comes from applying the commutator equation to $\psi$, and the Heisenberg solution from differentiating term by term. `spin_ladder_witness` checks that the two frequencies differ, checks the two commutators entry by entry, and then applies the general lemmas.

`repeated_frequency_fails` shows why distinctness matters. For $H=\sigma_+$, two commutations send $\sigma_z$ to zero, so it closes with frequency $0$ taken twice. A sum of operators commuting with $H$ would itself commute with $H$, but $[\sigma_+,\sigma_z]=-2\sigma_+$. This $H$ is not Hermitian, so it is an algebraic example and not a physical Hamiltonian. The free particle, $H=p^2/2m$, behaves in the same way: two commutations send $x$ to zero, but one does not.

### The same filters acting on states

The argument uses only that $L$ is linear, so it carries over to states; this version is not part of the Lean file. Put $H$ itself in its place, acting on a state: if $\prod_k(H-E_k)\psi=0$ with distinct $E_k$, then $\psi$ is uniquely a sum of components $\psi_k$ with $H\psi_k=E_k\psi_k$, namely

$$\psi_k=\prod_{j\ne k}\frac{H-E_j}{E_k-E_j}\,\psi.$$

With $S^2$ and its eigenvalues instead of $H$ and the $E_k$, the same product projects a spin-contaminated wavefunction onto one total spin, provided the list covers every total spin present in it.
